# For a positive definite 2p2h block, subtracted second RPA has the static 1p1h response and the stability condition of RPA

Second RPA adds two-particle–two-hole (2p2h) configurations to the one-particle–one-hole (1p1h) space of RPA. Even at zero frequency, this coupling changes the 1p1h response. If the 1p1h matrix comes from a density functional that already contains static correlation, part of that correlation is counted again. The coupling can also turn a stable RPA problem into an unstable one: with both diagonal entries equal to 1 and a coupling of 2, the enlarged matrix has the eigenvalue −1.

The subtraction method corrects the 1p1h block by subtracting the static effect of the coupling. In a finite real configuration space with an invertible 2p2h block, this restores the static 1p1h response to a field acting on the 1p1h amplitudes. If the 2p2h block is also positive definite, it restores the stability condition.

## Amplitudes and matrices

Let m label the 1p1h configurations and n the 2p2h configurations, both finite in number. A 1p1h amplitude is a real vector x, and a 2p2h amplitude is a real vector y. In Lean these are functions `m → ℝ` and `n → ℝ`. The combined space is indexed by the disjoint union `m ⊕ n`, and `Sum.elim x y` is the stacked vector (x, y).

```lean
import Mathlib

open Matrix

namespace SubtractedSecondRPA

noncomputable section

variable {m n : Type*} [Fintype m] [Fintype n] [DecidableEq n]
```

Let A be the 1p1h matrix, E the 2p2h matrix and C the coupling between the two spaces. The plain second-RPA matrix is

M = [[A, C], [Cᵀ, E]].

```lean
/-- The second-RPA matrix with 1p1h block `A`, 2p2h block `E` and coupling `C`. -/
def secondRPA (A : Matrix m m ℝ) (C : Matrix m n ℝ) (E : Matrix n n ℝ) :
    Matrix (m ⊕ n) (m ⊕ n) ℝ :=
  fromBlocks A C Cᵀ E
```

In the Tamm–Dancoff approximation, A is the usual 1p1h matrix. In full RPA with real matrices it stands for the sum or the difference of the two usual 1p1h blocks: the one among excitations and the one that couples excitations to de-excitations. Here the second kind of block is taken to vanish whenever 2p2h configurations are involved, so that C and E are the same for both choices. RPA stability then concerns both choices, and the results below apply to each in turn.

At zero frequency, a field F acting on the 1p1h amplitudes gives

Ax + Cy = F,
Cᵀx + Ey = 0.

The second equation gives y = −E⁻¹Cᵀx, and the first becomes

(A − C E⁻¹ Cᵀ)x = F.

The 2p2h space has therefore shifted A by −C E⁻¹ Cᵀ. Subtracting this shift from the 1p1h block defines

N = [[A + C E⁻¹ Cᵀ, C], [Cᵀ, E]].

```lean
/-- The subtracted second-RPA matrix, for invertible `E`: the static effect `-C E⁻¹ Cᵀ` of the
2p2h space is subtracted from the 1p1h block. -/
def subtracted (A : Matrix m m ℝ) (C : Matrix m n ℝ) (E : Matrix n n ℝ) :
    Matrix (m ⊕ n) (m ⊕ n) ℝ :=
  secondRPA (A + C * E⁻¹ * Cᵀ) C E
```

The argument `A` of `subtracted` is thus the original RPA matrix, not the corrected upper-left block of N. The definition accepts any E, but the theorems about it assume that E is invertible, either directly through `IsUnit E.det` or through positive definiteness.

## The 2p2h amplitude that follows x

The solution of the second static equation deserves a name:

follow(x) = −E⁻¹Cᵀx.

```lean
/-- The 2p2h amplitude `-E⁻¹ Cᵀ x` that statically follows the 1p1h amplitude `x`,
for invertible `E`. -/
def follow (C : Matrix m n ℝ) (E : Matrix n n ℝ) (x : m → ℝ) : n → ℝ :=
  -(E⁻¹ *ᵥ (Cᵀ *ᵥ x))
```

Multiplying by E gives back the static equation:

E follow(x) = −E E⁻¹Cᵀx = −Cᵀx.

```lean
/-- For invertible `E`, the following amplitude solves the static 2p2h equation
`E y = -Cᵀ x`. -/
theorem mulVec_follow (C : Matrix m n ℝ) {E : Matrix n n ℝ} (hE : IsUnit E.det)
    (x : m → ℝ) : E *ᵥ follow C E x = -(Cᵀ *ᵥ x) := by
  unfold follow
  rw [mulVec_neg, mulVec_mulVec, mul_nonsing_inv E hE, one_mulVec]
```

The proof unfolds the definition and cancels E against its inverse, which is where invertibility enters.

Now measure y from this static amplitude by setting

u = y − follow(x) = y + E⁻¹Cᵀx.

The two components of N(x, y) are then

(A + C E⁻¹Cᵀ)x + Cy = Ax + C(y + E⁻¹Cᵀx) = Ax + Cu,
Cᵀx + Ey = −E follow(x) + Ey = Eu.

```lean
/-- For invertible `E`, the subtracted matrix sends `(x, y)` to `(A x + C u, E u)`, where `u` is
the deviation of `y` from the amplitude that follows `x`. -/
theorem subtracted_mulVec (A : Matrix m m ℝ) (C : Matrix m n ℝ) {E : Matrix n n ℝ}
    (hE : IsUnit E.det) (x : m → ℝ) (y : n → ℝ) :
    subtracted A C E *ᵥ Sum.elim x y =
      Sum.elim (A *ᵥ x + C *ᵥ (y - follow C E x)) (E *ᵥ (y - follow C E x)) := by
  unfold subtracted secondRPA
  rw [fromBlocks_mulVec, Sum.elim_comp_inl, Sum.elim_comp_inr]
  congr 1
  · simp only [follow, add_mulVec, mulVec_sub, mulVec_neg, ← mulVec_mulVec]
    abel
  · rw [mulVec_sub, mulVec_follow C hE, sub_neg_eq_add, add_comm]
```

Lean splits the block product into these two components. The first is a rearrangement of terms, and the second uses `mulVec_follow`. Neither A nor E has to be symmetric.

## The static response is that of A

Apply a static field F to the 1p1h amplitudes and none to the 2p2h amplitudes, as for a one-body field acting on a single-determinant reference. With the sign of the field absorbed into F, the equation N(x, y) = (F, 0) reads

Ax + Cu = F,
Eu = 0.

Since E is invertible, u = E⁻¹Eu = 0. Hence

Ax = F and y = follow(x).

Conversely, these two equations give u = 0 and satisfy the original pair.

```lean
/-- For invertible `E`, a static field `F` acting on the 1p1h amplitudes produces the same 1p1h
response `x` as the matrix `A` alone, and the 2p2h amplitude follows `x`. -/
theorem static_response_iff (A : Matrix m m ℝ) (C : Matrix m n ℝ) {E : Matrix n n ℝ}
    (hE : IsUnit E.det) (F x : m → ℝ) (y : n → ℝ) :
    subtracted A C E *ᵥ Sum.elim x y = Sum.elim F 0 ↔
      A *ᵥ x = F ∧ y = follow C E x := by
  rw [subtracted_mulVec A C hE]
  constructor
  · intro h
    have h1 : A *ᵥ x + C *ᵥ (y - follow C E x) = F :=
      funext fun i => congrFun h (Sum.inl i)
    have h2 : E *ᵥ (y - follow C E x) = 0 :=
      funext fun i => congrFun h (Sum.inr i)
    -- invertibility of `E` leaves no deviation
    have h3 : y - follow C E x = 0 := by
      rw [← one_mulVec (y - follow C E x), ← nonsing_inv_mul E hE, ← mulVec_mulVec, h2,
        mulVec_zero]
    rw [h3, mulVec_zero, add_zero] at h1
    exact ⟨h1, sub_eq_zero.mp h3⟩
  · rintro ⟨h1, h2⟩
    rw [h2, sub_self, mulVec_zero, mulVec_zero, add_zero, h1]
```

The theorem is an equivalence between sets of equations, so it also covers a singular A: a static solution may then fail to exist or to be unique, but it does so in the same way with and without the 2p2h space. In the forward direction, `h1` and `h2` are the two components and `h3` is the conclusion u = 0. The reverse direction substitutes the static amplitude.

The cancellation concerns zero frequency. At nonzero frequency the 2p2h contribution depends on frequency, while the subtracted term stays fixed, so excitation energies can still differ from those of RPA.

## The energy form separates into two parts

Assume now that E is symmetric as well as invertible. From the two components of N(x, y),

(x, y)ᵀN(x, y) = xᵀAx + xᵀCu + yᵀEu.

Insert y = u + follow(x) in the last term:

yᵀEu = uᵀEu + follow(x)ᵀEu.

Symmetry of E lets it act to the left:

follow(x)ᵀEu = (E follow(x))ᵀu = −(Cᵀx)ᵀu = −xᵀCu.

The coupling terms cancel, leaving

(x, y)ᵀN(x, y) = xᵀAx + uᵀEu.

```lean
/-- For symmetric invertible `E`, the quadratic form of the subtracted matrix is that of `A` at
`x` plus that of `E` at the deviation of `y` from the amplitude that follows `x`. -/
theorem quadratic_form (A : Matrix m m ℝ) (C : Matrix m n ℝ) {E : Matrix n n ℝ}
    (hE : IsUnit E.det) (hs : Eᵀ = E) (x : m → ℝ) (y : n → ℝ) :
    Sum.elim x y ⬝ᵥ (subtracted A C E *ᵥ Sum.elim x y) =
      x ⬝ᵥ (A *ᵥ x) + (y - follow C E x) ⬝ᵥ (E *ᵥ (y - follow C E x)) := by
  have split : ∀ (a : m → ℝ) (b : n → ℝ),
      Sum.elim x y ⬝ᵥ Sum.elim a b = x ⬝ᵥ a + y ⬝ᵥ b := by
    intro a b
    simp [dotProduct, Fintype.sum_sum_type]
  -- the coupling term is absorbed when the square is completed
  have key : ∀ u : n → ℝ, follow C E x ⬝ᵥ (E *ᵥ u) = -(x ⬝ᵥ (C *ᵥ u)) := by
    intro u
    rw [dotProduct_mulVec (follow C E x) E u, ← mulVec_transpose E (follow C E x), hs,
      mulVec_follow C hE, neg_dotProduct, mulVec_transpose C x, ← dotProduct_mulVec x C u]
  rw [subtracted_mulVec A C hE, split, dotProduct_add, sub_dotProduct, key]
  ring
```

This is a completed square in matrix form. The auxiliary fact `split` writes the scalar product on the combined space as a sum over its two parts, and `key` is the identity follow(x)ᵀEu = −xᵀCu. The final `ring` carries out the cancellation.

## N is stable exactly when A is

Stability here means positive definiteness: the matrix is symmetric, and its quadratic form is positive for every nonzero amplitude. Lean's `PosDef` contains both conditions, so A need not be assumed symmetric separately.

The hypothesis that E is positive definite says that the 2p2h space is stable on its own. If E is approximated by a diagonal matrix of particle energies minus hole energies, this holds when every such difference is positive.

Suppose first that N is positive definite. Its upper-left block A + C E⁻¹Cᵀ is symmetric, and so is C E⁻¹Cᵀ; their difference A is therefore symmetric. For x ≠ 0, choose y = follow(x). Then u = 0, and

0 < (x, y)ᵀN(x, y) = xᵀAx.

Conversely, suppose that A is positive definite. The blocks of N then make it symmetric. Take (x, y) ≠ 0:

- If x ≠ 0, then xᵀAx > 0 and uᵀEu ≥ 0, so their sum is positive.
- If x = 0, then follow(x) = 0 and u = y ≠ 0, so the form equals yᵀEy > 0.

```lean
/-- Stability under subtraction: for positive definite `E`, the subtracted second-RPA matrix is
positive definite exactly when `A` is. -/
theorem subtracted_posDef_iff (A : Matrix m m ℝ) (C : Matrix m n ℝ) {E : Matrix n n ℝ}
    (hE : E.PosDef) : (subtracted A C E).PosDef ↔ A.PosDef := by
  have hu : IsUnit E.det := hE.det_pos.ne'.isUnit
  have hs : Eᵀ = E :=
    (conjTranspose_eq_transpose_of_trivial E).symm.trans hE.isHermitian.eq
  have hK : (C * E⁻¹ * Cᵀ).IsHermitian := by
    unfold Matrix.IsHermitian
    rw [conjTranspose_eq_transpose_of_trivial, transpose_mul, transpose_mul,
      transpose_transpose, transpose_nonsing_inv, hs, Matrix.mul_assoc]
  have hpos : ∀ u : n → ℝ, u ≠ 0 → 0 < u ⬝ᵥ (E *ᵥ u) := fun u h => by
    simpa only [star_trivial] using hE.dotProduct_mulVec_pos h
  constructor
  · intro h
    refine posDef_iff_dotProduct_mulVec.mpr ⟨?_, ?_⟩
    · have h1 := (isHermitian_fromBlocks_iff.mp h.isHermitian).1
      simpa only [add_sub_cancel_right] using h1.sub hK
    · intro x hx
      -- test with the 2p2h amplitude that follows `x`
      have hv : Sum.elim x (follow C E x) ≠ 0 := fun h0 =>
        hx (funext fun i => congrFun h0 (Sum.inl i))
      have hp := h.dotProduct_mulVec_pos hv
      rw [star_trivial, quadratic_form A C hu hs, sub_self, zero_dotProduct, add_zero] at hp
      simpa only [star_trivial] using hp
  · intro h
    refine posDef_iff_dotProduct_mulVec.mpr ⟨?_, ?_⟩
    · exact isHermitian_fromBlocks_iff.mpr ⟨h.isHermitian.add hK,
        conjTranspose_eq_transpose_of_trivial C,
        by rw [conjTranspose_eq_transpose_of_trivial, transpose_transpose], hE.isHermitian⟩
    · intro v hv
      obtain ⟨x, y, rfl⟩ : ∃ (x : m → ℝ) (y : n → ℝ), v = Sum.elim x y :=
        ⟨_, _, (Sum.elim_comp_inl_inr v).symm⟩
      rw [star_trivial, quadratic_form A C hu hs]
      by_cases hx : x = 0
      · subst hx
        have hy : y ≠ 0 := by
          rintro rfl
          exact hv (funext fun i => by cases i <;> rfl)
        have hf : follow C E (0 : m → ℝ) = 0 := by
          simp only [follow, mulVec_zero, neg_zero]
        rw [hf, sub_zero, zero_dotProduct, zero_add]
        exact hpos y hy
      · have h1 : 0 < x ⬝ᵥ (A *ᵥ x) := by
          simpa only [star_trivial] using h.dotProduct_mulVec_pos hx
        by_cases hd : y - follow C E x = 0
        · rw [hd, zero_dotProduct, add_zero]
          exact h1
        · exact add_pos h1 (hpos _ hd)
```

The opening facts extract invertibility and symmetry from the positive definiteness of E, and `hK` establishes the symmetry of the subtracted term. Each direction then proves symmetry and positivity in turn. In the reverse direction, the case x ≠ 0 is divided once more according to whether u vanishes, because `hpos` gives strict positivity only for nonzero vectors.

For a finite real response model with a positive definite 2p2h block, an instability of the subtracted matrix can thus be traced to A itself, whatever the strength of C.

## The static response matrix has A⁻¹ as its 1p1h block

If A and E are both invertible, the static equation can be solved for any right-hand side (F, G), where G acts on the 2p2h amplitudes. The lower component Eu = G gives

u = E⁻¹G.

The upper component Ax + Cu = F then gives

x = A⁻¹F − A⁻¹C E⁻¹G.

Finally, y = u − E⁻¹Cᵀx becomes

y = −E⁻¹CᵀA⁻¹F + (E⁻¹ + E⁻¹CᵀA⁻¹C E⁻¹)G.

Reading off the coefficients of F and G gives the inverse:

N⁻¹ = [[A⁻¹, −A⁻¹C E⁻¹], [−E⁻¹CᵀA⁻¹, E⁻¹ + E⁻¹CᵀA⁻¹C E⁻¹]].

Its upper-left block is A⁻¹, the static response matrix of the original 1p1h problem.

```lean
/-- For invertible `A` and `E`, the subtracted matrix is invertible and the 1p1h block of its
inverse is `A⁻¹`. -/
theorem subtracted_inv_block [DecidableEq m] {A : Matrix m m ℝ} (C : Matrix m n ℝ)
    {E : Matrix n n ℝ} (hA : IsUnit A.det) (hE : IsUnit E.det) :
    IsUnit (subtracted A C E).det ∧ (subtracted A C E)⁻¹.toBlocks₁₁ = A⁻¹ := by
  -- the full inverse, block by block
  have hX : subtracted A C E * fromBlocks A⁻¹ (-(A⁻¹ * C * E⁻¹)) (-(E⁻¹ * Cᵀ * A⁻¹))
      (E⁻¹ + E⁻¹ * Cᵀ * A⁻¹ * C * E⁻¹) = 1 := by
    unfold subtracted secondRPA
    rw [fromBlocks_multiply, ← fromBlocks_one, fromBlocks_inj]
    refine ⟨?_, ?_, ?_, ?_⟩ <;>
      (simp only [Matrix.add_mul, Matrix.mul_add, Matrix.mul_neg, Matrix.mul_assoc,
        mul_nonsing_inv_cancel_left _ _ hA, mul_nonsing_inv_cancel_left _ _ hE,
        mul_nonsing_inv _ hA, mul_nonsing_inv _ hE]
       abel)
  refine ⟨isUnit_det_of_right_inverse hX, ?_⟩
  rw [inv_eq_right_inv hX, toBlocks_fromBlocks₁₁]
```

In the statement, `toBlocks₁₁` selects the 1p1h–1p1h block. Neither symmetry nor positivity is required. The proof multiplies N by the displayed inverse and checks the four blocks. The upper-left one, for example, is

(A + C E⁻¹Cᵀ)A⁻¹ − C E⁻¹CᵀA⁻¹ = 1.

For a square matrix a right inverse is enough to establish invertibility and to identify the inverse.

## One level of each kind

Take one 1p1h and one 2p2h configuration, with A = E = 1 and C = 2 in a common energy unit. The plain and subtracted matrices are

M = [[1, 2], [2, 1]],
N = [[5, 2], [2, 1]].

For the amplitude (1, −1), the plain matrix gives

(1, −1)ᵀM(1, −1) = 1 − 2 − 2 + 1 = −2.

The squared norm of this amplitude is 2, so the normalised value is −1, the negative eigenvalue quoted at the start. The subtracted form is instead

(x, y)ᵀN(x, y) = 5x² + 4xy + y² = x² + (y + 2x)²,

which is positive unless x = y = 0.

```lean
/-- With one 1p1h and one 2p2h configuration, `A = E = 1` and coupling `2`, the plain second-RPA
matrix is not positive definite, while the subtracted one is. -/
theorem subtraction_restores_stability :
    ¬ (secondRPA (1 : Matrix (Fin 1) (Fin 1) ℝ) !![2] (1 : Matrix (Fin 1) (Fin 1) ℝ)).PosDef ∧
      (subtracted (1 : Matrix (Fin 1) (Fin 1) ℝ) !![2]
        (1 : Matrix (Fin 1) (Fin 1) ℝ)).PosDef := by
  refine ⟨fun h => ?_, (subtracted_posDef_iff _ _ PosDef.one).mpr PosDef.one⟩
  -- the amplitude `(1, -1)` has quadratic form `-2`
  have hv : (Sum.elim ![1] ![-1] : Fin 1 ⊕ Fin 1 → ℝ) ≠ 0 := by
    intro h0
    have h1 := congrFun h0 (Sum.inl 0)
    simp at h1
  have hp := h.dotProduct_mulVec_pos hv
  norm_num [secondRPA, dotProduct, mulVec, Fintype.sum_sum_type] at hp

end

end SubtractedSecondRPA
```

The first half of the proof evaluates the plain form at the unnormalised amplitude (1, −1) and contradicts positive definiteness. The second half applies `subtracted_posDef_iff`, since the one-by-one identity is positive definite.

```lean
#print axioms SubtractedSecondRPA.static_response_iff
-- 'SubtractedSecondRPA.static_response_iff' depends on axioms: [propext, Classical.choice, Quot.sound]
#print axioms SubtractedSecondRPA.subtracted_inv_block
-- 'SubtractedSecondRPA.subtracted_inv_block' depends on axioms: [propext, Classical.choice, Quot.sound]
#print axioms SubtractedSecondRPA.subtraction_restores_stability
-- 'SubtractedSecondRPA.subtraction_restores_stability' depends on axioms: [propext, Classical.choice, Quot.sound]
```
